# In locally neutral regions obeying mass action, doping fluctuations raise the mean electron density by at most the doping variance over 8nᵢ

The theorem `excess_le_variance` concerns finitely many semiconductor regions, each charge neutral by itself, with electron density n and hole density nᵢ²/n, where nᵢ > 0 is the same throughout. With nonnegative weights that sum to one, it states that the weighted mean electron density exceeds the neutral density at the mean doping by at most the weighted variance of the net doping divided by 8nᵢ. The attempt writes the excess as a weighted sum of squared density deviations and compares it with the variance region by region. In each region it means to cancel the common weight and then get the constant 8 from two arithmetic-geometric inequalities.

The first attempt, which Lean rejects:

```lean
import Mathlib

open Finset

namespace DopingFluctuations

noncomputable section

/-- The hole density that accompanies the electron density `n` by mass action. -/
def holes (ni n : ℝ) : ℝ := ni ^ 2 / n

/-- The positive electron density `n` makes a region with net doping `D` charge neutral. -/
structure Neutral (ni D n : ℝ) : Prop where
  pos : 0 < n
  balance : n - holes ni n = D

/-- The sum of `x` over regions with weights `w`; for nonnegative weights that sum to one it is the
weighted mean. -/
def avg {ι : Type*} [Fintype ι] (w x : ι → ℝ) : ℝ := ∑ i, w i * x i

/-- The difference of two neutral electron densities is tied to the difference of the dopings. -/
theorem doping_difference {ni D E n m : ℝ} (h : Neutral ni D n) (h0 : Neutral ni E m) :
    (n - m) * (n * m + ni ^ 2) = (D - E) * (n * m) := by
  have hn := h.pos
  have hm := h0.pos
  rw [← h.balance, ← h0.balance]
  unfold holes
  field_simp
  ring

/-- The change of electron density is a part linear in the change of doping plus an explicit
quadratic remainder. -/
theorem tangent_identity {ni D E n m : ℝ} (h : Neutral ni D n) (h0 : Neutral ni E m) :
    n - m = m ^ 2 / (m ^ 2 + ni ^ 2) * (D - E)
      + ni ^ 2 * (n - m) ^ 2 / (n * (m ^ 2 + ni ^ 2)) := by
  have hn := h.pos
  have hm := h0.pos
  have hs : m ^ 2 + ni ^ 2 ≠ 0 := by positivity
  rw [← h.balance, ← h0.balance]
  unfold holes
  field_simp
  ring

variable {ι : Type*} [Fintype ι]

/-- With normalised weights, the average deviation from a constant is the average minus
that constant. -/
theorem avg_deviation {w : ι → ℝ} (hw : ∑ i, w i = 1) (x : ι → ℝ) (c : ℝ) :
    ∑ i, w i * (x i - c) = avg w x - c := by
  simp only [avg, mul_sub, Finset.sum_sub_distrib, ← Finset.sum_mul, hw, one_mul]

/-- The excess of the mean electron density over its value at the mean doping is a weighted
sum of squared density deviations. -/
theorem excess_formula {ni m : ℝ} {w D n : ι → ℝ} (hw : ∑ i, w i = 1)
    (h : ∀ i, Neutral ni (D i) (n i)) (h0 : Neutral ni (avg w D) m) :
    avg w n - m = ∑ i, w i * (ni ^ 2 * (n i - m) ^ 2 / (n i * (m ^ 2 + ni ^ 2))) := by
  have h2 : ∑ i, w i * (D i - avg w D) = 0 := by
    rw [avg_deviation hw, sub_self]
  calc avg w n - m = ∑ i, w i * (n i - m) := (avg_deviation hw n m).symm
    _ = ∑ i, (m ^ 2 / (m ^ 2 + ni ^ 2) * (w i * (D i - avg w D))
          + w i * (ni ^ 2 * (n i - m) ^ 2 / (n i * (m ^ 2 + ni ^ 2)))) :=
        Finset.sum_congr rfl fun i _ => by
          linear_combination w i * tangent_identity (h i) h0
    _ = _ := by
        -- the linear response averages to zero
        rw [Finset.sum_add_distrib, ← Finset.mul_sum, h2, mul_zero, zero_add]

/-- The excess carrier density is at most the variance of the doping divided by `8 ni`. -/
theorem excess_le_variance {ni m : ℝ} {w D n : ι → ℝ} (hni : 0 < ni)
    (hpos : ∀ i, 0 ≤ w i) (hw : ∑ i, w i = 1)
    (h : ∀ i, Neutral ni (D i) (n i)) (h0 : Neutral ni (avg w D) m) :
    avg w n - m ≤ (∑ i, w i * (D i - avg w D) ^ 2) / (8 * ni) := by
  rw [excess_formula hw h h0, Finset.sum_div]
  refine Finset.sum_le_sum fun i _ => ?_
  rw [mul_div_assoc]
  refine mul_le_mul_of_nonneg_left ?_ (hpos i)
  have hn := (h i).pos
  have hm := h0.pos
  have hd : D i - avg w D = (n i - m) * (n i * m + ni ^ 2) / (n i * m) := by
    rw [eq_div_iff (by positivity), doping_difference (h i) h0]
  -- two arithmetic-geometric inequalities give the constant 8
  have h1 : 4 * (n i * m * ni ^ 2) ≤ (n i * m + ni ^ 2) ^ 2 := by
    nlinarith [sq_nonneg (n i * m - ni ^ 2)]
  have h2 : 2 * m * ni ≤ m ^ 2 + ni ^ 2 := by nlinarith [sq_nonneg (m - ni)]
  have h3 := mul_le_mul h1 h2 (by positivity) (by positivity)
  have h4 : 8 * ni ^ 3 ≤ (n i * m + ni ^ 2) ^ 2 * (m ^ 2 + ni ^ 2) / (n i * m ^ 2) := by
    rw [le_div_iff₀ (by positivity)]
    linarith
  rw [hd, div_le_div_iff₀ (by positivity) (by positivity)]
  calc ni ^ 2 * (n i - m) ^ 2 * (8 * ni) = (n i - m) ^ 2 * (8 * ni ^ 3) := by ring
    _ ≤ (n i - m) ^ 2 *
        ((n i * m + ni ^ 2) ^ 2 * (m ^ 2 + ni ^ 2) / (n i * m ^ 2)) :=
        mul_le_mul_of_nonneg_left h4 (sq_nonneg _)
    _ = _ := by field_simp

end

end DopingFluctuations
```

Messages:

```
Main.lean:76:2: error: Type mismatch
  mul_le_mul_of_nonneg_left ?m.119 (hpos i)
has type
  w i * ?m.116 ≤ w i * ?m.117
but is expected to have type
  w i * (ni ^ 2 * ((n i - m) ^ 2 / (n i * (m ^ 2 + ni ^ 2)))) ≤ w i * (D i - avg w D) ^ 2 / (8 * ni)
```

Diagnosis. The message shows that `rw [mul_div_assoc]` rewrote the wrong quotient. The lemma turns `a * b / c` into `a * (b / c)`, and with no arguments given, `rw` settles on the first match it finds. That was the fraction inside the left side, which became `ni ^ 2 * ((n i - m) ^ 2 / …)`. The right side stayed as `w i * (D i - avg w D) ^ 2 / (8 * ni)`, which Lean reads as a quotient whose numerator contains the weight. `mul_le_mul_of_nonneg_left` needs a product with the factor `w i` on both sides, so its conclusion did not fit the goal.

Writing `mul_div_assoc (w i)` fixes the first factor of the pattern as `w i`. The left side has no quotient of that form, since there the weight already stands outside the fraction, so the rewrite now acts on the right side and gives `w i * ((D i - avg w D) ^ 2 / (8 * ni))`. Both sides are then `w i` times something, and the lemma applies.

The repair, with which the file compiles:

```diff
@@ -73,5 +73,5 @@
   rw [excess_formula hw h h0, Finset.sum_div]
   refine Finset.sum_le_sum fun i _ => ?_
-  rw [mul_div_assoc]
+  rw [mul_div_assoc (w i)]
   refine mul_le_mul_of_nonneg_left ?_ (hpos i)
   have hn := (h i).pos
```
